# A small PAW overlap eigenvalue limits the explicit time step to a multiple of $s/|\langle v,Hv\rangle|$

Let $H$ be Hermitian and $S$ Hermitian positive definite on a finite-dimensional complex inner product space, and let $v$ be a unit vector with $Sv=sv$ and $\langle v,Hv\rangle\neq0$. Then some generalized eigenvalue $e$ of $Hx=eSx$ satisfies $|e|\ge|\langle v,Hv\rangle|/s$. An explicit one-step propagator, meaning a non-constant polynomial $P$ in $-ihS^{-1}H$, can be stable at a step $h\ge0$ only if
$$h\le \frac{c\,s}{|\langle v,Hv\rangle|},$$
where $c$ is fixed by $P$ and does not depend on $H$, $S$ or $v$.

For real-time PAW propagation by such an explicit scheme, with $H$ and $S$ frozen in a finite basis, a nearly singular overlap therefore forces tiny steps, provided $|\langle v,Hv\rangle|$ does not shrink along with $s$. If $H=S$, for instance, every level is 1 however small $s$ is.

## Overlap, levels and propagators

The equation of motion is $iS\,\dot\psi=H\psi$, with $\hbar=1$. The space is `E`; finite dimension is added in the theorems that need it.

In Lean 4 with Mathlib:

```lean
import Mathlib

open Filter

noncomputable section

namespace PAWTimeStep

variable {E : Type*} [NormedAddCommGroup E] [InnerProductSpace ℂ E]
```

In PAW, $S$ is the overlap operator of the smooth wavefunctions. Only its Hermiticity (`IsSymmetric`) and positivity are used, not its construction from projectors.

```lean
/-- An overlap operator: Hermitian and positive definite. -/
def IsOverlap (S : E →ₗ[ℂ] E) : Prop :=
  S.IsSymmetric ∧ ∀ x, x ≠ 0 → 0 < (inner ℂ x (S x)).re
```

A level is a real $e$ with a nonzero $x$ such that $Hx=eSx$. The vector $x$ need not be normalised.

```lean
/-- The real number `e` is a level of the generalized eigenproblem `H x = e S x`. -/
def IsLevel (H S : E →ₗ[ℂ] E) (e : ℝ) : Prop :=
  ∃ x, x ≠ 0 ∧ H x = (e : ℂ) • S x
```

The generator $G=S^{-1}H$ gives $\dot\psi=-iG\psi$. One explicit step is $U=P(-ihG)$; a truncated Taylor series of the exponential is an example. Implicit schemes such as Crank–Nicolson are not of this form with one polynomial $P$ for all $G$ and $h$.

```lean
/-- One step of length `h` of the explicit scheme with polynomial `P`: the operator
`P(-i h G)`, where `G` is the generator of the time evolution. -/
def propagator (P : Polynomial ℂ) (G : Module.End ℂ E) (h : ℝ) : Module.End ℂ E :=
  Polynomial.aeval ((-(Complex.I * (h : ℂ))) • G) P
```

Stability means that each initial state has a bounded orbit under repeated steps of the same length.

```lean
/-- A one-step propagator is stable if every initial state stays bounded under iteration. -/
def IsStable (U : Module.End ℂ E) : Prop :=
  ∀ x, ∃ C : ℝ, ∀ k : ℕ, ‖(U ^ k) x‖ ≤ C
```

Leapfrog uses two earlier states, so it gets its own definition. Its states are written $c_k$, unlike the constant $c$ above.

```lean
/-- The leapfrog scheme `S (c (k+2) - c k) = -2 i h H c (k+1)` for `i S dc/dt = H c`. -/
def IsLeapfrog (H S : E →ₗ[ℂ] E) (h : ℝ) (c : ℕ → E) : Prop :=
  ∀ k, S (c (k + 2)) = S (c k) - (2 * Complex.I * (h : ℂ)) • H (c (k + 1))
```

## From an expectation value to a level

A Hermitian $A$ has an orthonormal eigenbasis $b_i$ with real eigenvalues $l_i$.

```lean
/-- A Hermitian operator in finite dimension has an orthonormal eigenbasis with real
eigenvalues. -/
lemma exists_eigenbasis [FiniteDimensional ℂ E] {A : E →ₗ[ℂ] E} (hA : A.IsSymmetric) :
    ∃ (b : OrthonormalBasis (Fin (Module.finrank ℂ E)) ℂ E)
      (l : Fin (Module.finrank ℂ E) → ℝ), ∀ i, A (b i) = (l i : ℂ) • b i :=
  ⟨hA.eigenvectorBasis rfl, hA.eigenvalues rfl, fun i => hA.apply_eigenvectorBasis rfl i⟩
```

Choose $m$ so that $|l_m|$ is largest. For $y\ne0$,
$$|\langle y,Ay\rangle|=\Big|\sum_i l_i|\langle b_i,y\rangle|^2\Big|\le|l_m|\sum_i|\langle b_i,y\rangle|^2=|l_m|\,\|y\|^2 .$$
The `calc` block follows this line, with `hin` supplying $\langle b_i,Ay\rangle=l_i\langle b_i,y\rangle$.

```lean
/-- For a Hermitian operator in finite dimension and a nonzero state `y`, some eigenvalue is
at least as large in magnitude as the Rayleigh quotient of `y`. -/
lemma exists_eigenvalue_ge [FiniteDimensional ℂ E] {A : E →ₗ[ℂ] E} (hA : A.IsSymmetric)
    {y : E} (hy : y ≠ 0) :
    ∃ (e : ℝ) (u : E), u ≠ 0 ∧ A u = (e : ℂ) • u ∧ ‖inner ℂ y (A y)‖ ≤ |e| * ‖y‖ ^ 2 := by
  obtain ⟨b, l, hb⟩ := exists_eigenbasis hA
  have : Nontrivial E := ⟨y, 0, hy⟩
  have : Nonempty (Fin (Module.finrank ℂ E)) := Fin.pos_iff_nonempty.1 Module.finrank_pos
  obtain ⟨m, hm⟩ := Finite.exists_max (fun i => |l i|)
  have hin : ∀ i, inner ℂ (b i) (A y) = (l i : ℂ) * inner ℂ (b i) y := fun i => by
    have h : inner ℂ (A (b i)) y = inner ℂ (b i) (A y) := hA _ _
    rw [← h, hb, inner_smul_left, Complex.conj_ofReal]
  refine ⟨l m, b m, b.orthonormal.ne_zero m, hb m, ?_⟩
  -- expand the expectation value in the eigenbasis
  calc ‖inner ℂ y (A y)‖ = ‖∑ i, inner ℂ y (b i) * inner ℂ (b i) (A y)‖ := by
        rw [b.sum_inner_mul_inner]
    _ ≤ ∑ i, ‖inner ℂ y (b i) * inner ℂ (b i) (A y)‖ := norm_sum_le _ _
    _ ≤ ∑ i, |l m| * ‖inner ℂ (b i) y‖ ^ 2 := Finset.sum_le_sum fun i _ => by
        rw [hin, norm_mul, norm_mul, Complex.norm_real, Real.norm_eq_abs,
          norm_inner_symm y (b i)]
        nlinarith [mul_le_mul_of_nonneg_right (hm i) (sq_nonneg ‖inner ℂ (b i) y‖)]
    _ = |l m| * ‖y‖ ^ 2 := by rw [← Finset.mul_sum, b.sum_sq_norm_inner_right]
```

Now take the eigenbasis of $S$. Positivity gives $l_i=\langle b_i,Sb_i\rangle>0$, so we may set $c_i=l_i^{-1/2}$ and
$$Rx=\sum_i c_i\langle b_i,x\rangle b_i .$$
The real coefficients make $R$ Hermitian, and $RSRb_i=c_il_ic_ib_i=b_i$. Agreement on a basis gives $RSR=1$.

```lean
/-- An overlap operator in finite dimension has a Hermitian inverse square root `R`, in the
sense that `R S R = 1`. -/
lemma exists_inv_sqrt [FiniteDimensional ℂ E] {S : E →ₗ[ℂ] E} (hS : IsOverlap S) :
    ∃ R : E →ₗ[ℂ] E, R.IsSymmetric ∧ ∀ x, R (S (R x)) = x := by
  obtain ⟨b, l, hb⟩ := exists_eigenbasis hS.1
  have hl : ∀ i, 0 < l i := fun i => by
    have h := hS.2 (b i) (b.orthonormal.ne_zero i)
    rw [hb, inner_smul_right, inner_self_eq_norm_sq_to_K, b.orthonormal.1 i] at h
    simpa using h
  have key : ∀ a : ℝ, 0 < a → ∃ c : ℝ, c * (a * c) = 1 := fun a ha => ⟨(√a)⁻¹, by
    calc (√a)⁻¹ * (a * (√a)⁻¹) = a * ((√a) ^ 2)⁻¹ := by ring
      _ = 1 := by rw [Real.sq_sqrt ha.le, mul_inv_cancel₀ ha.ne']⟩
  choose c hc using fun i => key (l i) (hl i)
  obtain ⟨R, hR⟩ : ∃ R : E →ₗ[ℂ] E,
      ∀ x, R x = ∑ i, (c i : ℂ) • (inner ℂ (b i) x • b i) :=
    ⟨∑ i, (c i : ℂ) • ((innerSL ℂ (b i) : E →L[ℂ] ℂ) : E →ₗ[ℂ] ℂ).smulRight (b i),
      fun x => by simp [LinearMap.sum_apply]⟩
  have hRb : ∀ j, R (b j) = (c j : ℂ) • b j := fun j => by
    rw [hR, Finset.sum_eq_single j]
    · rw [inner_self_eq_norm_sq_to_K, b.orthonormal.1 j]
      simp
    · intro i _ hij
      rw [b.orthonormal.2 hij]
      simp
    · simp
  refine ⟨R, fun x y => ?_, fun x => ?_⟩
  · rw [hR, hR, sum_inner, inner_sum]
    refine Finset.sum_congr rfl fun i _ => ?_
    rw [inner_smul_left, inner_smul_left, inner_smul_right, inner_smul_right,
      inner_conj_symm, Complex.conj_ofReal]
    ring
  · have h : R ∘ₗ S ∘ₗ R = LinearMap.id := b.toBasis.ext fun i => by
      have h1 : (c i : ℂ) * ((l i : ℂ) * (c i : ℂ)) = 1 := by exact_mod_cast hc i
      simp only [LinearMap.comp_apply, OrthonormalBasis.coe_toBasis, hRb, map_smul, hb,
        LinearMap.id_apply]
      linear_combination (norm := module) h1 • b i
    exact LinearMap.congr_fun h x
```

Write $x=Ry$ with $y=SRx$. Then
$$\langle x,Hx\rangle=\langle y,RHRy\rangle,\qquad \langle x,Sx\rangle=\langle y,RSRy\rangle=\|y\|^2 .$$
The previous bound, applied to the Hermitian operator $RHR$, gives $RHRu=eu$ with $|\langle x,Hx\rangle|\le|e|\langle x,Sx\rangle$. Since $eu=R(eSRu)$ and $R$ is injective, $H(Ru)=eS(Ru)$, so $e$ is a level. In normalised form, $|\langle x,Hx\rangle|/\langle x,Sx\rangle\le|e|$.

```lean
/-- For Hermitian `H`, overlap `S` and a nonzero state `x` in finite dimension, some level `e`
satisfies `|⟨x, H x⟩| ≤ |e| ⟨x, S x⟩`. -/
theorem exists_level_rayleigh [FiniteDimensional ℂ E] {H S : E →ₗ[ℂ] E}
    (hH : H.IsSymmetric) (hS : IsOverlap S) {x : E} (hx : x ≠ 0) :
    ∃ e, IsLevel H S e ∧ ‖inner ℂ x (H x)‖ ≤ |e| * (inner ℂ x (S x)).re := by
  obtain ⟨R, hR, hRS⟩ := exists_inv_sqrt hS
  have hinj : Function.Injective R :=
    Function.LeftInverse.injective (g := fun z => R (S z)) hRS
  obtain ⟨y, hyx⟩ : ∃ y, R y = x := ⟨S (R x), hRS x⟩
  have hy : y ≠ 0 := fun h => hx (by rw [← hyx, h, map_zero])
  -- the orthogonalized Hamiltonian R H R is Hermitian
  have hA : (R ∘ₗ H ∘ₗ R).IsSymmetric := fun a b =>
    (hR _ _).trans ((hH _ _).trans (hR _ _))
  obtain ⟨e, u, hu, hAu, hle⟩ := exists_eigenvalue_ge hA hy
  have hAu' : R (H (R u)) = (e : ℂ) • u := hAu
  refine ⟨e, ⟨R u, fun h => hu (hinj (by rw [h, map_zero])), hinj ?_⟩, ?_⟩
  · rw [hAu', map_smul, hRS]
  · have h1 : inner ℂ (R y) (H (R y)) = inner ℂ y (R (H (R y))) := hR _ _
    have h2 : inner ℂ (R y) (S (R y)) = inner ℂ y (R (S (R y))) := hR _ _
    have h3 : (inner ℂ y y).re = ‖y‖ ^ 2 := inner_self_eq_norm_sq (𝕜 := ℂ) y
    rw [← hyx, h2, hRS, h3, h1]
    exact hle
```

For the unit vector $v$, $\langle v,Sv\rangle=s$, which is positive. Dividing by $s$ gives the claim.

```lean
/-- If a unit vector `v` is an eigenvector of the overlap with eigenvalue `s`, then `s > 0` and
some level has magnitude at least `|⟨v, H v⟩| / s`, for Hermitian `H` in finite dimension. -/
theorem exists_level_ge [FiniteDimensional ℂ E] {H S : E →ₗ[ℂ] E}
    (hH : H.IsSymmetric) (hS : IsOverlap S) {v : E} {s : ℝ} (hv : ‖v‖ = 1)
    (hSv : S v = (s : ℂ) • v) :
    0 < s ∧ ∃ e, IsLevel H S e ∧ ‖inner ℂ v (H v)‖ / s ≤ |e| := by
  have hv0 : v ≠ 0 := fun h => by simp [h] at hv
  have hs : (inner ℂ v (S v)).re = s := by
    rw [hSv, inner_smul_right, inner_self_eq_norm_sq_to_K, hv]
    simp
  have hpos : 0 < s := hs ▸ hS.2 v hv0
  obtain ⟨e, he, hle⟩ := exists_level_rayleigh hH hS hv0
  rw [hs] at hle
  exact ⟨hpos, e, he, (div_le_iff₀ hpos).2 hle⟩
```

In one dimension, with $S=s$ and $H=\eta$, the only level is $\eta/s$ and the bound is an equality.

Hermiticity of $H$ cannot be weakened to having only real levels. Take $S=1$, $H=\begin{pmatrix}0&1\\0&0\end{pmatrix}$ and $v=(1,1)/\sqrt2$: the only level is 0, yet $\langle v,Hv\rangle=1/2$.

## From a level to a time step

Suppose first that a criterion $h|e|\le c$ is imposed on all levels, where $c$ stands for the largest phase per step that the integrator tolerates. With the level just found,
$$h|\langle v,Hv\rangle|\le h|e|s\le cs .$$

```lean
/-- If a step `h ≥ 0` must obey `h |e| ≤ c` for all levels, then `h ≤ c s / |⟨v, H v⟩|` for every
unit eigenvector `v` of the overlap, with eigenvalue `s`, such that `⟨v, H v⟩ ≠ 0`. Here `H` is
Hermitian and the dimension finite. -/
theorem time_step_le [FiniteDimensional ℂ E] {H S : E →ₗ[ℂ] E}
    (hH : H.IsSymmetric) (hS : IsOverlap S) {v : E} {s h c : ℝ} (hv : ‖v‖ = 1)
    (hSv : S v = (s : ℂ) • v) (hq : inner ℂ v (H v) ≠ 0) (hh : 0 ≤ h)
    (hstep : ∀ e, IsLevel H S e → h * |e| ≤ c) :
    h ≤ c * s / ‖inner ℂ v (H v)‖ := by
  obtain ⟨hs, e, he, hle⟩ := exists_level_ge hH hS hv hSv
  rw [div_le_iff₀ hs] at hle
  rw [le_div_iff₀ (norm_pos_iff.2 hq)]
  nlinarith [mul_le_mul_of_nonneg_left hle hh,
    mul_le_mul_of_nonneg_right (hstep e he) hs.le]
```

For polynomial schemes the criterion can be derived. A non-constant $P$ satisfies $|P(z)|\to\infty$ as $|z|\to\infty$, so there is a $c$ with $|P(z)|>1$ whenever $|z|\ge c$. Setting $z=-ix$ bounds every real $x$ with $|P(-ix)|\le1$.

```lean
/-- For a non-constant polynomial `P`, the real numbers `x` with `|P(-i x)| ≤ 1` form a bounded set.
-/
theorem stability_interval_bounded {P : Polynomial ℂ} (hP : 0 < P.degree) :
    ∃ c : ℝ, ∀ x : ℝ, ‖P.eval (-(Complex.I * (x : ℂ)))‖ ≤ 1 → |x| ≤ c := by
  have h := P.tendsto_norm_atTop hP (z := fun z : ℂ => z)
    (tendsto_comap (f := fun z : ℂ => ‖z‖) (x := atTop))
  obtain ⟨c, hc⟩ := eventually_atTop.1 (eventually_comap.1 (h.eventually_gt_atTop 1))
  refine ⟨c, fun x hx => ?_⟩
  by_contra hlt
  exact not_le_of_gt (hc |x| (not_le.1 hlt).le _ (by simp)) hx
```

Let $Hx=eSx$ with $x\neq0$. Then $S(Gx-ex)=0$, and positivity of $S$ gives $Gx=ex$. Hence
$$U^kx=P(-ihe)^k\,x .$$
If $|P(-ihe)|>1$, this orbit is unbounded, contrary to stability. The code specifies $G$ by $SG=H$ (`hG`).

```lean
/-- If the scheme `P` is stable for the generator `G = S⁻¹ H`, its amplification factor at every
level `e` has modulus at most one. -/
theorem amplification_le_one {H S : E →ₗ[ℂ] E} (hS : IsOverlap S) {G : Module.End ℂ E}
    (hG : ∀ x, S (G x) = H x) {P : Polynomial ℂ} {h e : ℝ}
    (hst : IsStable (propagator P G h)) (he : IsLevel H S e) :
    ‖P.eval (-(Complex.I * ((h * e : ℝ) : ℂ)))‖ ≤ 1 := by
  obtain ⟨x, hx, hHx⟩ := he
  have hGx : G x = (e : ℂ) • x := by
    by_contra hne
    have h1 := hS.2 (G x - (e : ℂ) • x) (sub_ne_zero.2 hne)
    rw [map_sub, map_smul, hG, hHx, sub_self, inner_zero_right] at h1
    simp at h1
  set w : ℂ := -(Complex.I * ((h * e : ℝ) : ℂ)) with hw
  have hev : ((-(Complex.I * (h : ℂ))) • G) x = w • x := by
    rw [LinearMap.smul_apply, hGx, smul_smul, hw]
    congr 1
    push_cast
    ring
  have hU : propagator P G h x = P.eval w • x :=
    Module.End.aeval_apply_of_hasEigenvector ⟨Module.End.mem_eigenspace_iff.2 hev, hx⟩
  have hpow : ∀ k : ℕ, (propagator P G h ^ k) x = (P.eval w) ^ k • x := fun k => by
    induction k with
    | zero => simp
    | succ k ih => rw [pow_succ, Module.End.mul_apply, hU, map_smul, ih, smul_smul, pow_succ']
  -- a factor larger than one would make the eigenvector's orbit unbounded
  obtain ⟨C, hC⟩ := hst x
  by_contra hgt
  obtain ⟨k, hk⟩ := pow_unbounded_of_one_lt (C / ‖x‖) (not_le.1 hgt)
  have h2 := hC k
  rw [hpow, norm_smul, norm_pow] at h2
  exact not_lt_of_ge h2 ((div_lt_iff₀ (norm_pos_iff.2 hx)).1 hk)
```

Stability thus puts each $he$ in the bounded interval, so $h|e|\le c$ for every level, and the step bound applies. The constant is chosen before $H$, $S$ and $v$. For forward Euler, $P(z)=1+z$ and $|1-ix|\le1$ only at $x=0$, so $c=0$ is possible.

```lean
/-- For every non-constant polynomial scheme `P` there is a constant `c`, the same for all `H`, `S`
and `v`, such that a stable step `h ≥ 0` obeys `h ≤ c s / |⟨v, H v⟩|`. Here `H` is Hermitian, `S` an
overlap, `G = S⁻¹ H`, `v` a unit vector with `S v = s v` and `⟨v, H v⟩ ≠ 0`, in finite dimension. -/
theorem explicit_time_step_le [FiniteDimensional ℂ E] {P : Polynomial ℂ} (hP : 0 < P.degree) :
    ∃ c : ℝ, ∀ (H S : E →ₗ[ℂ] E) (G : Module.End ℂ E) (v : E) (s h : ℝ),
      H.IsSymmetric → IsOverlap S → (∀ x, S (G x) = H x) → ‖v‖ = 1 → S v = (s : ℂ) • v →
      inner ℂ v (H v) ≠ 0 → 0 ≤ h → IsStable (propagator P G h) →
      h ≤ c * s / ‖inner ℂ v (H v)‖ := by
  obtain ⟨c, hc⟩ := stability_interval_bounded hP
  refine ⟨c, fun H S G v s h hH hS hG hv hSv hq hh hst => ?_⟩
  refine time_step_le hH hS hv hSv hq hh fun e he => ?_
  have h1 := hc (h * e) (amplification_le_one hS hG hst he)
  rwa [abs_mul, abs_of_nonneg hh] at h1
```

## A growing leapfrog mode

If $h|\langle v,Hv\rangle|>s$, some level has $|he|>1$. Inserting $c_k=(-ir)^kx$ into the leapfrog recursion gives
$$r^2-2her+1=0,\qquad r=he\pm\sqrt{(he)^2-1}.$$
Taking the sign of $he$ for the root makes $|r|>1$, and $\|c_k\|=|r|^k\|c_0\|$ grows exponentially. The two cases of `rcases` are the two signs.

```lean
/-- If `h |⟨v, H v⟩| > s` for a step `h ≥ 0` and a unit vector `v` with `S v = s v`, the leapfrog
scheme has an exponentially growing solution, for Hermitian `H` and an overlap `S` in finite
dimension. -/
theorem leapfrog_unstable [FiniteDimensional ℂ E] {H S : E →ₗ[ℂ] E}
    (hH : H.IsSymmetric) (hS : IsOverlap S) {v : E} {s h : ℝ} (hv : ‖v‖ = 1)
    (hSv : S v = (s : ℂ) • v) (hh : 0 ≤ h) (hbig : s < h * ‖inner ℂ v (H v)‖) :
    ∃ (c : ℕ → E) (g : ℝ), IsLeapfrog H S h c ∧ c 0 ≠ 0 ∧ 1 < g ∧
      ∀ k, ‖c k‖ = g ^ k * ‖c 0‖ := by
  obtain ⟨hs, e, ⟨x, hx, hHx⟩, hle⟩ := exists_level_ge hH hS hv hSv
  rw [div_le_iff₀ hs] at hle
  have ha : 1 < |h * e| := by
    rw [abs_mul, abs_of_nonneg hh]
    by_contra hn
    nlinarith [mul_le_mul_of_nonneg_left hle hh,
      mul_le_mul_of_nonneg_right (not_lt.1 hn) hs.le]
  -- the root of the characteristic equation outside the unit circle
  obtain ⟨r, hr1, hr⟩ : ∃ r : ℝ, 1 < |r| ∧ r ^ 2 - 2 * (h * e) * r + 1 = 0 := by
    have h0 : 0 ≤ (h * e) ^ 2 - 1 := by nlinarith [sq_abs (h * e)]
    have hsq := Real.sq_sqrt h0
    have hnn := Real.sqrt_nonneg ((h * e) ^ 2 - 1)
    rcases lt_abs.1 ha with hp | hp
    · exact ⟨h * e + √((h * e) ^ 2 - 1), lt_abs.2 (Or.inl (by linarith)),
        by linear_combination hsq⟩
    · exact ⟨h * e - √((h * e) ^ 2 - 1), lt_abs.2 (Or.inr (by linarith)),
        by linear_combination hsq⟩
  have hrC : (r : ℂ) ^ 2 - 2 * ((h : ℂ) * (e : ℂ)) * (r : ℂ) + 1 = 0 := by exact_mod_cast hr
  refine ⟨fun k => (-(Complex.I * (r : ℂ))) ^ k • x, |r|, fun k => ?_, by simpa using hx,
    hr1, fun k => by simp [norm_smul]⟩
  have hk : (-(Complex.I * (r : ℂ))) ^ (k + 2) = (-(Complex.I * (r : ℂ))) ^ k
      - 2 * Complex.I * (h : ℂ) * ((-(Complex.I * (r : ℂ))) ^ (k + 1) * (e : ℂ)) := by
    rw [pow_add, pow_succ]
    linear_combination (-(Complex.I * (r : ℂ))) ^ k *
      (-hrC + ((r : ℂ) ^ 2 - 2 * (h : ℂ) * (e : ℂ) * (r : ℂ)) * Complex.I_sq)
  simp only [map_smul, hHx]
  rw [hk]
  module
```

## The bound is attained for $H=1$

Let $\langle x,Sx\rangle\ge s\|x\|^2$ for all $x$, with $s>0$. If $x=eSx$ and $x\ne0$, then
$$\|x\|^2=e\langle x,Sx\rangle .$$
Both $\|x\|^2$ and $\langle x,Sx\rangle$ are positive, so $e>0$. It follows that $\|x\|^2\ge es\|x\|^2$, and hence $e\le1/s$. When $s$ is also an eigenvalue of the overlap, the lower bound above is $1/s$ too, so it cannot be improved in general.

```lean
/-- If `⟨x, S x⟩ ≥ s ‖x‖²` for all `x`, with `s > 0`, then for the identity as Hamiltonian every
level has magnitude at most `1 / s`. -/
theorem level_le_of_identity {S : E →ₗ[ℂ] E} {s e : ℝ} (hs : 0 < s)
    (hS : ∀ x, s * ‖x‖ ^ 2 ≤ (inner ℂ x (S x)).re) (he : IsLevel LinearMap.id S e) :
    |e| ≤ 1 / s := by
  obtain ⟨x, hx, h⟩ := he
  have hn : 0 < ‖x‖ ^ 2 := pow_pos (norm_pos_iff.2 hx) 2
  have hq := hS x
  have hqpos := lt_of_lt_of_le (mul_pos hs hn) hq
  -- project the eigenvalue equation on its own eigenvector
  have h1 : ‖x‖ ^ 2 = e * (inner ℂ x (S x)).re := by
    have h2 : (inner ℂ x x).re = ‖x‖ ^ 2 := inner_self_eq_norm_sq (𝕜 := ℂ) x
    have h3 : inner ℂ x x = (e : ℂ) * inner ℂ x (S x) := by
      rw [← inner_smul_right, ← h, LinearMap.id_apply]
    rw [← h2, h3, Complex.re_ofReal_mul]
  have he0 : 0 < e := by
    by_contra hc
    nlinarith [mul_nonneg (neg_nonneg.2 (not_lt.1 hc)) hqpos.le]
  rw [abs_of_pos he0, le_div_iff₀ hs]
  by_contra hc
  nlinarith [mul_pos (sub_pos.2 (not_le.1 hc)) hn, mul_le_mul_of_nonneg_left hq he0.le]

end PAWTimeStep
```

```lean
#print axioms PAWTimeStep.explicit_time_step_le
-- 'PAWTimeStep.explicit_time_step_le' depends on axioms: [propext, Classical.choice, Quot.sound]
#print axioms PAWTimeStep.leapfrog_unstable
-- 'PAWTimeStep.leapfrog_unstable' depends on axioms: [propext, Classical.choice, Quot.sound]
#print axioms PAWTimeStep.level_le_of_identity
-- 'PAWTimeStep.level_le_of_identity' depends on axioms: [propext, Classical.choice, Quot.sound]
```
